# Scaling collapse of a self-attracting orbital: the threshold $d(p-1)=2$

Take a nonzero real $C^1$ orbital $\varphi$ with compact support on $\mathbb{R}^d$, $d\ge 1$, and contract or dilate it as $\varphi_g(x)=g^{d/2}\varphi(gx)$. For $c>0$ and $p>1$ its energy $\int\left(\tfrac12|\nabla\varphi_g|^2-c|\varphi_g|^{2p}\right)dx$ is bounded below over all $g>0$ exactly when $d(p-1)<2$, or $d(p-1)=2$ and the energy at $g=1$ is nonnegative.

```lean
import Mathlib

open MeasureTheory Filter

namespace DensityFunctionalCollapse

noncomputable section

/-- Euclidean space of dimension `d`. -/
abbrev Space (d : ℕ) := EuclideanSpace ℝ (Fin d)

variable {d : ℕ}

/-- The scaled orbital `φ_g(x) = g^(d/2) φ(g x)`, for a scale factor `g > 0`. -/
def scaled (g : ℝ) (φ : Space d → ℝ) (x : Space d) : ℝ :=
  g ^ ((d : ℝ) / 2) * φ (g • x)

/-- The kinetic energy, the integral of `|∇φ|² / 2`. -/
def kinetic (φ : Space d → ℝ) : ℝ := ∫ x, ‖gradient φ x‖ ^ 2 / 2

/-- The integral of the `p`-th power of the density `|φ|²`. -/
def attraction (p : ℝ) (φ : Space d → ℝ) : ℝ := ∫ x, |φ x| ^ (2 * p)

/-- The energy of an orbital whose density attracts itself with strength `c` and power `p`. -/
def energy (c p : ℝ) (φ : Space d → ℝ) : ℝ :=
  ∫ x, (‖gradient φ x‖ ^ 2 / 2 - c * |φ x| ^ (2 * p))

/-- Under scaling by `g > 0` the integral of the `p`-th power of the density is multiplied
by `g^(d(p-1))`. -/
theorem attraction_scaled (p : ℝ) (φ : Space d → ℝ) {g : ℝ} (hg : 0 < g) :
    attraction p (scaled g φ) = g ^ ((d : ℝ) * (p - 1)) * attraction p φ := by
  have hk : ∀ x, |scaled g φ x| ^ (2 * p) = g ^ ((d : ℝ) * p) * |φ (g • x)| ^ (2 * p) := by
    intro x
    rw [scaled, abs_mul, abs_of_pos (Real.rpow_pos_of_pos hg _),
      Real.mul_rpow (Real.rpow_nonneg hg.le _) (abs_nonneg _), ← Real.rpow_mul hg.le,
      show (d : ℝ) / 2 * (2 * p) = d * p by ring]
  -- change of variables `y = g x`
  have h := Measure.integral_comp_smul (volume : Measure (Space d))
    (fun y => |φ y| ^ (2 * p)) g
  rw [finrank_euclideanSpace_fin, abs_of_pos (show 0 < (g ^ d)⁻¹ by positivity),
    smul_eq_mul] at h
  have hpow : g ^ ((d : ℝ) * (p - 1)) = g ^ ((d : ℝ) * p) * (g ^ d)⁻¹ := by
    rw [mul_sub, mul_one, Real.rpow_sub hg, Real.rpow_natCast, div_eq_mul_inv]
  simp only [attraction, hk, integral_const_mul]
  rw [h, hpow, mul_assoc]

/-- Scaling by `g > 0` conserves the integral of the density. -/
theorem norm_scaled (φ : Space d → ℝ) {g : ℝ} (hg : 0 < g) :
    ∫ x, scaled g φ x ^ 2 = ∫ x, φ x ^ 2 := by
  simpa [attraction] using attraction_scaled 1 φ hg

/-- Under scaling by `g > 0` the kinetic energy of a differentiable orbital is multiplied
by `g²`. -/
theorem kinetic_scaled {φ : Space d → ℝ} (hφ : Differentiable ℝ φ) {g : ℝ} (hg : 0 < g) :
    kinetic (scaled g φ) = g ^ 2 * kinetic φ := by
  have hn : ∀ (f : Space d → ℝ) x, ‖gradient f x‖ = ‖fderiv ℝ f x‖ := fun f x =>
    (InnerProductSpace.toDual ℝ (Space d)).symm.norm_map _
  have hs : (g ^ ((d : ℝ) / 2)) ^ 2 = g ^ d := by
    rw [← Real.rpow_natCast g d, ← Real.rpow_mul_natCast hg.le]
    congr 1
    push_cast
    ring
  have hk : ∀ x, ‖gradient (scaled g φ) x‖ ^ 2 / 2
      = g ^ d * g ^ 2 * (‖gradient φ (g • x)‖ ^ 2 / 2) := by
    intro x
    -- chain rule
    have h1 : HasFDerivAt (fun y : Space d => g • y)
        (g • ContinuousLinearMap.id ℝ (Space d)) x := (hasFDerivAt_id x).const_smul g
    have h2 := ((hφ (g • x)).hasFDerivAt.comp x h1).const_mul (g ^ ((d : ℝ) / 2))
    have h3 : fderiv ℝ (scaled g φ) x = g ^ ((d : ℝ) / 2) •
        ((fderiv ℝ φ (g • x)).comp (g • ContinuousLinearMap.id ℝ (Space d))) := h2.fderiv
    rw [hn, hn, h3, ContinuousLinearMap.comp_smul, ContinuousLinearMap.comp_id, norm_smul,
      norm_smul, Real.norm_of_nonneg (Real.rpow_nonneg hg.le _), Real.norm_of_nonneg hg.le,
      mul_pow, mul_pow, hs]
    ring
  have h := Measure.integral_comp_smul (volume : Measure (Space d))
    (fun y => ‖gradient φ y‖ ^ 2 / 2) g
  rw [finrank_euclideanSpace_fin, abs_of_pos (show 0 < (g ^ d)⁻¹ by positivity),
    smul_eq_mul] at h
  have hd0 : g ^ d ≠ 0 := by positivity
  simp only [kinetic, hk]
  rw [integral_const_mul, h, mul_comm (g ^ d), mul_assoc, mul_inv_cancel_left₀ hd0]

/-- For a C¹ compactly supported orbital and `p > 0`, the kinetic energy density and the
`p`-th power of the density are continuous with compact support. -/
theorem densities_regular {φ : Space d → ℝ} (hφ : ContDiff ℝ 1 φ) (hc : HasCompactSupport φ)
    {p : ℝ} (hp : 0 < p) :
    (Continuous (fun x => ‖gradient φ x‖ ^ 2 / 2) ∧
      HasCompactSupport (fun x => ‖gradient φ x‖ ^ 2 / 2)) ∧
    Continuous (fun x => |φ x| ^ (2 * p)) ∧ HasCompactSupport (fun x => |φ x| ^ (2 * p)) := by
  have hn : ∀ x, ‖gradient φ x‖ = ‖fderiv ℝ φ x‖ := fun x =>
    (InnerProductSpace.toDual ℝ (Space d)).symm.norm_map _
  simp only [hn]
  refine ⟨⟨((hφ.continuous_fderiv (by simp)).norm.pow 2).div_const 2, ?_⟩,
    hφ.continuous.abs.rpow_const (fun x => Or.inr (by positivity)), ?_⟩
  · exact (hc.fderiv (𝕜 := ℝ)).comp_left
      (g := fun L : Space d →L[ℝ] ℝ => ‖L‖ ^ 2 / 2) (by simp)
  · refine hc.comp_left (g := fun t : ℝ => |t| ^ (2 * p)) ?_

    rw [abs_zero, Real.zero_rpow (by positivity)]

/-- For a C¹ compactly supported orbital and `p > 0`, the energy is the kinetic energy minus
`c` times the integral of the `p`-th power of the density. -/
theorem energy_eq {φ : Space d → ℝ} (hφ : ContDiff ℝ 1 φ) (hc : HasCompactSupport φ)
    (c : ℝ) {p : ℝ} (hp : 0 < p) : energy c p φ = kinetic φ - c * attraction p φ := by
  obtain ⟨⟨h1, h2⟩, h3, h4⟩ := densities_regular hφ hc hp
  rw [energy, integral_sub (h1.integrable_of_hasCompactSupport h2)
    ((h3.integrable_of_hasCompactSupport h4).const_mul c), integral_const_mul]
  rfl

/-- The energy of a C¹ compactly supported orbital scaled by `g > 0`, for `p > 0`: the kinetic part
is multiplied by `g²` and the attraction by `g^(d(p-1))`. -/
theorem energy_scaled {φ : Space d → ℝ} (hφ : ContDiff ℝ 1 φ) (hc : HasCompactSupport φ)
    (c : ℝ) {p g : ℝ} (hp : 0 < p) (hg : 0 < g) :
    energy c p (scaled g φ)
      = g ^ 2 * kinetic φ - g ^ ((d : ℝ) * (p - 1)) * (c * attraction p φ) := by
  have h1 : ContDiff ℝ 1 (scaled g φ) :=
    contDiff_const.mul (hφ.comp (contDiff_const_smul g))
  have h2 : HasCompactSupport (scaled g φ) := (hc.comp_smul hg.ne').mul_left
  rw [energy_eq h1 h2 c hp, kinetic_scaled (hφ.differentiable (by simp)) hg,
    attraction_scaled p φ hg]
  ring

/-- In dimension `d ≥ 1` a nonzero C¹ compactly supported orbital has positive kinetic
energy. -/
theorem kinetic_pos (hd : 0 < d) {φ : Space d → ℝ} (hφ : ContDiff ℝ 1 φ)
    (hc : HasCompactSupport φ) (hne : φ ≠ 0) : 0 < kinetic φ := by
  obtain ⟨x, hx⟩ : ∃ x, gradient φ x ≠ 0 := by
    by_contra hn
    simp only [ne_eq, not_exists, not_not] at hn
    have hf : ∀ x, fderiv ℝ φ x = 0 := by
      intro x
      have h : ‖gradient φ x‖ = ‖fderiv ℝ φ x‖ :=
        (InnerProductSpace.toDual ℝ (Space d)).symm.norm_map _
      rw [hn x, norm_zero] at h
      exact norm_eq_zero.1 h.symm
    -- compact support forces a zero, since space is not compact
    obtain ⟨z, hz⟩ : ∃ z, φ z = 0 := by
      by_contra h0
      have : Nontrivial (Space d) := Module.nontrivial_of_finrank_pos (R := ℝ)
        (by rw [finrank_euclideanSpace_fin]; exact hd)
      have : NoncompactSpace (Space d) := NormedSpace.noncompactSpace ℝ (Space d)
      have hu : tsupport φ = Set.univ := Set.eq_univ_of_forall fun y =>
        subset_tsupport φ (fun hy => h0 ⟨y, hy⟩)
      have hk : IsCompact (tsupport φ) := hc
      rw [hu] at hk
      exact noncompact_univ (Space d) hk
    exact hne (funext fun y =>
      (is_const_of_fderiv_eq_zero (hφ.differentiable (by simp)) hf y z).trans hz)
  obtain ⟨⟨h1, h2⟩, -⟩ := densities_regular hφ hc one_pos
  have hx' : ‖gradient φ x‖ ^ 2 / 2 ≠ 0 := by
    have := norm_pos_iff.2 hx
    positivity
  exact h1.integral_pos_of_hasCompactSupport_nonneg_nonzero h2 (fun y => by positivity) hx'

/-- Collapse: if `d(p-1) > 2` and `c > 0`, the energy of a nonzero C¹ compactly supported
orbital tends to minus infinity as the orbital is contracted. -/
theorem collapse {φ : Space d → ℝ} (hφ : ContDiff ℝ 1 φ) (hc : HasCompactSupport φ)
    (hne : φ ≠ 0) {c p : ℝ} (hc0 : 0 < c) (h : 2 < (d : ℝ) * (p - 1)) :
    Tendsto (fun g => energy c p (scaled g φ)) atTop atBot := by
  have hp : 0 < p := by
    by_contra hn
    have hd : (0 : ℝ) ≤ d := Nat.cast_nonneg d
    nlinarith [mul_nonneg hd (neg_nonneg.2 (not_lt.1 hn))]
  have hV : 0 < attraction p φ := by
    obtain ⟨x, hx⟩ := Function.ne_iff.1 hne
    obtain ⟨-, h3, h4⟩ := densities_regular hφ hc hp
    exact h3.integral_pos_of_hasCompactSupport_nonneg_nonzero h4
      (fun y => Real.rpow_nonneg (abs_nonneg _) _)
      (Real.rpow_pos_of_pos (abs_pos.2 hx) _).ne'
  have hW : 0 < c * attraction p φ := mul_pos hc0 hV
  -- for large `g` the energy lies below `-g`
  refine tendsto_atBot_mono' atTop ?_ tendsto_neg_atTop_atBot
  filter_upwards [eventually_ge_atTop (1 : ℝ),
    (tendsto_rpow_atTop (sub_pos.2 h)).eventually_ge_atTop
      ((kinetic φ + 1) / (c * attraction p φ))] with g h1 h2
  have hg : 0 < g := by linarith
  have h3 := (div_le_iff₀ hW).1 h2
  have h4 : g ^ ((d : ℝ) * (p - 1)) = g ^ 2 * g ^ ((d : ℝ) * (p - 1) - 2) := by
    rw [← Real.rpow_natCast g 2, ← Real.rpow_add hg]
    congr 1
    push_cast
    ring
  rw [energy_scaled hφ hc c hp hg, h4]
  nlinarith [mul_le_mul_of_nonneg_left h3 (sq_nonneg g),
    mul_nonneg hg.le (sub_nonneg.2 h1)]

/-- For a nonzero C¹ compactly supported orbital in dimension `d ≥ 1`, with `c > 0` and `p > 1`,
the energy is bounded below under scaling exactly when `d(p-1) < 2`, or `d(p-1) = 2` and the
unscaled orbital has nonnegative energy. -/
theorem bounded_below_iff (hd : 0 < d) {φ : Space d → ℝ} (hφ : ContDiff ℝ 1 φ)
    (hc : HasCompactSupport φ) (hne : φ ≠ 0) {c p : ℝ} (hc0 : 0 < c) (hp : 1 < p) :
    (∃ B, ∀ g, 0 < g → B ≤ energy c p (scaled g φ)) ↔
      (d : ℝ) * (p - 1) < 2 ∨ ((d : ℝ) * (p - 1) = 2 ∧ 0 ≤ energy c p φ) := by
  have hp0 : 0 < p := by linarith
  -- at the critical power the whole energy scales as `g²`
  have hcrit : (d : ℝ) * (p - 1) = 2 → ∀ g, 0 < g →
      energy c p (scaled g φ) = g ^ 2 * energy c p φ := by
    intro h g hg
    rw [energy_scaled hφ hc c hp0 hg, energy_eq hφ hc c hp0, h, Real.rpow_two]
    ring
  constructor
  · rintro ⟨B, hB⟩
    rcases lt_trichotomy ((d : ℝ) * (p - 1)) 2 with h | h | h
    · exact Or.inl h
    · refine Or.inr ⟨h, ?_⟩
      by_contra hE
      have hE' : 0 < -energy c p φ := by linarith [not_le.1 hE]
      have hq : 0 ≤ |B| / (-energy c p φ) := by positivity
      have hm : |B| / (-energy c p φ) * (-energy c p φ) = |B| :=
        div_mul_cancel₀ _ hE'.ne'
      have hb := hB (1 + |B| / (-energy c p φ)) (by linarith)
      rw [hcrit h _ (by linarith)] at hb
      generalize |B| / (-energy c p φ) = q at hq hm hb
      nlinarith [neg_abs_le B, mul_nonneg (mul_nonneg hq hq) hE'.le, mul_nonneg hq hE'.le]
    · obtain ⟨g, h1, h2⟩ := (((collapse hφ hc hne hc0 h).eventually_lt_atBot B).and
        (eventually_gt_atTop (0 : ℝ))).exists
      exact absurd (hB g h2) (not_le_of_gt h1)
  · rintro (h | ⟨h, hE⟩)
    · have hT := kinetic_pos hd hφ hc hne
      have hV : 0 ≤ attraction p φ :=
        integral_nonneg fun x => Real.rpow_nonneg (abs_nonneg _) _
      have hW : 0 ≤ c * attraction p φ := mul_nonneg hc0.le hV
      have ha : 0 ≤ (d : ℝ) * (p - 1) := mul_nonneg (Nat.cast_nonneg d) (by linarith)
      -- beyond some scale `G` the kinetic energy wins
      obtain ⟨G, hG⟩ := eventually_atTop.1 ((tendsto_rpow_atTop
        (sub_pos.2 h)).eventually_ge_atTop (c * attraction p φ / kinetic φ))
      refine ⟨-(|G| ^ ((d : ℝ) * (p - 1)) * (c * attraction p φ)), fun g hg => ?_⟩
      rw [energy_scaled hφ hc c hp0 hg]
      rcases le_total G g with hl | hl
      · have h1 := (div_le_iff₀ hT).1 (hG g hl)
        have h2 : g ^ 2 = g ^ ((d : ℝ) * (p - 1)) * g ^ (2 - (d : ℝ) * (p - 1)) := by
          rw [← Real.rpow_add hg, add_sub_cancel, Real.rpow_two]
        have h3 := mul_le_mul_of_nonneg_left h1 (Real.rpow_nonneg hg.le ((d : ℝ) * (p - 1)))
        have h4 := mul_nonneg (Real.rpow_nonneg (abs_nonneg G) ((d : ℝ) * (p - 1))) hW
        rw [h2, mul_assoc]
        linarith
      · have h1 := mul_le_mul_of_nonneg_right
          (Real.rpow_le_rpow hg.le (hl.trans (le_abs_self G)) ha) hW
        have h2 := mul_nonneg (sq_nonneg g) hT.le
        linarith
    · refine ⟨0, fun g hg => ?_⟩
      rw [hcrit h g hg]
      exact mul_nonneg (sq_nonneg g) hE

/-- In three dimensions an attraction of the Dirac exchange form, density to the power `4/3`
with any strength `c > 0`, leaves the energy of a nonzero C¹ compactly supported orbital bounded
below under scaling. -/
theorem dirac_exchange_bounded {φ : Space 3 → ℝ} (hφ : ContDiff ℝ 1 φ)
    (hc : HasCompactSupport φ) (hne : φ ≠ 0) {c : ℝ} (hc0 : 0 < c) :
    ∃ B, ∀ g, 0 < g → B ≤ energy c (4 / 3) (scaled g φ) :=
  (bounded_below_iff (by norm_num) hφ hc hne hc0 (by norm_num)).2 (Or.inl (by norm_num))

end

end DensityFunctionalCollapse
```

```lean
#print axioms DensityFunctionalCollapse.norm_scaled
-- 'DensityFunctionalCollapse.norm_scaled' depends on axioms: [propext, Classical.choice, Quot.sound]
#print axioms DensityFunctionalCollapse.collapse
-- 'DensityFunctionalCollapse.collapse' depends on axioms: [propext, Classical.choice, Quot.sound]
#print axioms DensityFunctionalCollapse.dirac_exchange_bounded
-- 'DensityFunctionalCollapse.dirac_exchange_bounded' depends on axioms: [propext, Classical.choice, Quot.sound]
```

## One orbital, one scale factor, one bound

The main theorem is `bounded_below_iff`. Its left side, `∃ B, ∀ g, 0 < g → B ≤ energy c p (scaled g φ)`, says that a single real number $B$ lies below the energy at every scale. Its right side is the condition on $d(p-1)$ and on the sign of `energy c p φ`, the energy of the unscaled orbital.

`Space d` is $\mathbb{R}^d$ with its Euclidean norm, and an orbital is a function `φ : Space d → ℝ`. The hypotheses `ContDiff ℝ 1 φ`, `HasCompactSupport φ` and `φ ≠ 0` state its regularity, its bounded extent and that it is not identically zero. For $\varphi=0$ the energy vanishes at every scale, so the equivalence would fail for $d(p-1)>2$.

The density is $n=|\varphi|^2$, so $|\varphi|^{2p}=n^p$. The definition `attraction` is $\int n^p$ without the prefactor $c$, and `energy` is one Lebesgue integral of the combined energy density. The kinetic term $\tfrac12|\nabla\varphi|^2$ corresponds to units with $\hbar=m=1$. The orbital need not be normalised; by `norm_scaled`, scaling preserves $\int\varphi^2$, whatever its value.

## What the attraction stands for

The term $-c\int n^p$ is a local model of an attractive energy, and $c$ sets its strength, as the prefactor does in a local exchange functional. Contracting the orbital raises both the kinetic energy and the size of the attraction, and the theorem says which of them wins.

In three dimensions the threshold is $p=5/3$. The Dirac exchange form has $p=4/3$, hence $d(p-1)=1$, and `dirac_exchange_bounded` concludes that it never causes collapse under scaling, for any $c>0$. The theorem is stated for a simplified model of local exchange in density functional theory, with one real orbital and neither an external potential nor Hartree repulsion.

The bound $B$ may depend on $\varphi$, $c$ and $p$. A common bound for all orbitals of a given norm is a stronger property. Since scaling preserves the norm, the theorem rules it out whenever some orbital of that norm has energy unbounded below under scaling, but the theorem does not establish it in the other cases.

## How the two energies scale

Write $T=\int\tfrac12|\nabla\varphi|^2\,dx$ for `kinetic φ` and $V=\int|\varphi|^{2p}\,dx$ for `attraction p φ`. Since $|\varphi_g(x)|^{2p}=g^{dp}|\varphi(gx)|^{2p}$, the substitution $y=gx$, $dx=g^{-d}dy$, gives

$$\int|\varphi_g|^{2p}\,dx=g^{dp}\,g^{-d}\,V=g^{d(p-1)}V .$$

This is `attraction_scaled`; its case $p=1$ is `norm_scaled`. By the chain rule, $\nabla\varphi_g(x)=g^{d/2+1}(\nabla\varphi)(gx)$, so

$$\int\tfrac12|\nabla\varphi_g|^2\,dx=g^{d+2}\,g^{-d}\,T=g^2T ,$$

which is `kinetic_scaled`. In both proofs `hk` is the pointwise identity and `Measure.integral_comp_smul` is the change of variables. The gradient is handled through the derivative `fderiv`, which has the same norm.

To split the energy integral, both parts must be integrable. `densities_regular` shows that they are continuous with compact support, and `energy_eq` then separates them. Write $E(g)$ for the energy of $\varphi_g$, so that $E(1)$ is the energy of $\varphi$ itself. With $a=d(p-1)$, `energy_scaled` combines these results:

$$E(g)=g^2T-g^{a}\,cV .$$

## Both coefficients are positive

Suppose $\nabla\varphi$ vanished everywhere. Then $\varphi$ would be constant. It must also be zero somewhere, because its support is compact and $\mathbb{R}^d$ with $d\ge1$ is not. So $\varphi$ would be zero everywhere, contrary to hypothesis. Hence $\tfrac12|\nabla\varphi|^2$ is continuous, nonnegative and nonzero at some point, and $T>0$. This is `kinetic_pos`, where `is_const_of_fderiv_eq_zero` supplies the constancy.

Similarly, $|\varphi|^{2p}$ is continuous, nonnegative and nonzero somewhere, so $V>0$. This is the step `hV` inside `collapse`.

## Above, at and below the threshold

**Above, $a>2$.** Factor the energy as $E(g)=g^2\left(T-g^{a-2}cV\right)$. Since $g^{a-2}\to\infty$, for large $g$ we have $g^{a-2}cV\ge T+1$, and therefore, for $g\ge1$,

$$E(g)\le-g^2\le-g .$$

So $E(g)\to-\infty$, which is the statement of `collapse`. In the code, `filter_upwards` collects the two conditions on $g$, `h4` is the factorisation and `nlinarith` finishes the inequality.

**At the threshold, $a=2$.** Both terms carry the factor $g^2$, so $E(g)=g^2E(1)$; this is `hcrit`. If $E(1)\ge0$, then $B=0$ is a lower bound. If $E(1)<0$, let $B$ be any proposed bound and set $q=|B|/(-E(1))$. At $g=1+q$,

$$-E(g)=(1+q)^2(-E(1))=-E(1)+2|B|+q|B|>|B| ,$$

so $E(g)<-|B|\le B$, and the proposed bound fails. The Lean proof evaluates the assumed bound at this same $g$.

**Below, $a<2$.** Now $g^{2-a}\to\infty$, so there is a $G$ such that $g^{2-a}\ge cV/T$ for every $g\ge G$ with $g>0$. For those $g$,

$$g^2T=g^a\,g^{2-a}\,T\ge g^a\,cV ,$$

and $E(g)\ge0$. For $0<g\le G$ the kinetic term is nonnegative and $a\ge0$, so

$$E(g)\ge-g^a\,cV\ge-|G|^a\,cV .$$

The last expression is nonpositive and serves as $B$ at every scale. The absolute value is there because the limit argument provides a real $G$ without saying that it is positive. In the code, `rcases le_total G g` separates the two ranges.

`bounded_below_iff` puts the cases together. From a given lower bound, `lt_trichotomy` compares $a$ with $2$: below the threshold nothing remains to be shown, at the threshold the choice of $g$ above forces $E(1)\ge0$, and above it `collapse` gives a contradiction. In the converse direction, the two alternatives on the right each come with the explicit $B$ found above. For `dirac_exchange_bounded`, `norm_num` checks that $3(4/3-1)<2$.
